# The integrated potential of a neutral, continuous spherical charge is −2π/3 times its second moment (Gaussian units)

Take a ball of radius \(a\) that contains one thin, concentric spherical shell of radius \(s \le a\) carrying a uniformly spread charge \(q\). In Gaussian units, and with the zero at infinity, its potential is \(q/s\) inside the shell and \(q/r\) at a distance \(r\) outside it. Integrated over the ball, this gives

\[
\frac{4\pi}{3}s^3\cdot\frac{q}{s} + \int_s^a 4\pi r^2\,\frac{q}{r}\,dr
= \frac{4\pi}{3}qs^2 + 2\pi q\,(a^2 - s^2)
= 2\pi a^2 q - \frac{2\pi}{3}\,q s^2 .
\]

For a given ball, the first term depends only on the charge, and the second only on the charge times the squared radius of the shell. Now add a second shell with charge \(-q\) at radius \(s'\). The terms in \(a^2\) cancel, and what remains is \(\frac{2\pi}{3}q\,(s'^2 - s^2)\), which no longer depends on the size of the ball.

A thin shell is not a continuous density, so the development below does not contain this example as a special case. It treats a radial density \(\rho\) that is continuous on \([0,a]\), with \(a>0\), and finds the same two terms.

```lean
import Mathlib

open Set MeasureTheory Topology Real

namespace MeanInnerPotential

noncomputable section
```

## Charge, potential and second moment as radial integrals

The density is a function `ρ : ℝ → ℝ` of the radius alone. The charge inside radius \(r\) is

\[
Q(r) = \int_0^r 4\pi s^2\rho(s)\,ds .
\]

```lean
/-- The charge inside the sphere of radius `r` for the radial charge density `ρ`. -/
def enclosedCharge (ρ : ℝ → ℝ) (r : ℝ) : ℝ := ∫ s in (0 : ℝ)..r, 4 * π * s ^ 2 * ρ s
```

A shell between \(s\) and \(s+ds\) that lies outside \(r\) has charge \(4\pi s^2\rho\,ds\) and contributes that charge divided by \(s\). The outer shells together give

\[
T(r) = \int_r^a 4\pi s\,\rho(s)\,ds .
\]

```lean
/-- The potential at radius `r` due to the charged shells between `r` and `a`. -/
def outerPotential (ρ : ℝ → ℝ) (a r : ℝ) : ℝ := ∫ s in r..a, 4 * π * s * ρ s
```

The inner shells act as if their charge sat at the centre, so the potential is

\[
V(r) = \frac{Q(r)}{r} + T(r), \qquad 0 < r \le a .
\]

This definition fixes the units, through the absence of \(1/4\pi\varepsilon_0\), and also the zero of the potential. Since \(T(a)=0\), the surface value is \(V(a)=Q(a)/a\), which is the value for a ball in empty space with the potential vanishing at infinity. At \(r=0\) Lean evaluates the quotient as zero, which is harmless because \(V\) enters the integral with the weight \(r^2\).

```lean
/-- The electrostatic potential (Gaussian units) at radius `r`, for `0 < r ≤ a`, of a radial
charge density `ρ` filling the ball of radius `a`. -/
def potential (ρ : ℝ → ℝ) (a r : ℝ) : ℝ := enclosedCharge ρ r / r + outerPotential ρ a r
```

The spherical second moment weights each charge by its squared distance from the centre:

\[
M(r) = \int_0^r 4\pi s^4\rho(s)\,ds .
\]

```lean
/-- The spherical second moment: the integral of `s² ρ(s)` over the ball of radius `r`, where `s` is
the distance from the centre. -/
def secondMoment (ρ : ℝ → ℝ) (r : ℝ) : ℝ := ∫ s in (0 : ℝ)..r, 4 * π * s ^ 4 * ρ s
```

## How the radial integrals change with radius

If \(g\) is continuous on \([0,a]\), the fundamental theorem of calculus gives \(\frac{d}{dr}\int_0^r g(s)\,ds = g(r)\) for \(0<r<a\). In Lean, `HasDerivAt f f' r` says that `f` is differentiable at `r` with derivative `f'`. The condition `r ∈ Ioo 0 a` places \(r\) strictly inside the interval, where \(g\) is continuous from both sides.

```lean
variable {ρ : ℝ → ℝ} {a r : ℝ}

/-- The integral from the centre to `r` of a function continuous on `[0, a]` grows at the rate
given by the function at `r`, for `0 < r < a`. -/
theorem hasDerivAt_primitive {g : ℝ → ℝ} (hg : ContinuousOn g (Icc 0 a)) (hr : r ∈ Ioo 0 a) :
    HasDerivAt (fun x => ∫ s in (0 : ℝ)..x, g s) (g r) r :=
  intervalIntegral.integral_hasDerivAt_right
    ((hg.mono (Icc_subset_Icc_right hr.2.le)).intervalIntegrable_of_Icc hr.1.le)
    ((hg.mono Ioo_subset_Icc_self).stronglyMeasurableAtFilter isOpen_Ioo r hr)
    (hg.continuousAt (Icc_mem_nhds hr.1 hr.2))
```

With \(g(s)=4\pi s^2\rho(s)\) this becomes \(Q'(r) = 4\pi r^2\rho(r)\).

```lean
/-- For a density continuous on `[0, a]`, the enclosed charge grows at the rate `4π r² ρ(r)`
at each radius `0 < r < a`. -/
theorem hasDerivAt_enclosedCharge (hρ : ContinuousOn ρ (Icc 0 a)) (hr : r ∈ Ioo 0 a) :
    HasDerivAt (enclosedCharge ρ) (4 * π * r ^ 2 * ρ r) r :=
  hasDerivAt_primitive (g := fun s => 4 * π * s ^ 2 * ρ s) (by fun_prop) hr
```

In \(T\) the radius is the lower limit of integration. Moving it outwards removes a shell, so the sign is reversed: \(T'(r) = -4\pi r\,\rho(r)\).

```lean
/-- For a density continuous on `[0, a]`, the potential of the outer shells changes at the rate
`-4π r ρ(r)` at each radius `0 < r < a`. -/
theorem hasDerivAt_outerPotential (hρ : ContinuousOn ρ (Icc 0 a)) (hr : r ∈ Ioo 0 a) :
    HasDerivAt (outerPotential ρ a) (-(4 * π * r * ρ r)) r := by
  have hg : ContinuousOn (fun s => 4 * π * s * ρ s) (Icc 0 a) := by fun_prop
  exact intervalIntegral.integral_hasDerivAt_left
    ((hg.mono (Icc_subset_Icc_left hr.1.le)).intervalIntegrable_of_Icc hr.2.le)
    ((hg.mono Ioo_subset_Icc_self).stronglyMeasurableAtFilter isOpen_Ioo r hr)
    (hg.continuousAt (Icc_mem_nhds hr.1 hr.2))
```

## The potential obeys Gauss's law and Poisson's equation

By the quotient rule,

\[
V'(r) = \frac{4\pi r^2\rho(r)}{r} - \frac{Q(r)}{r^2} - 4\pi r\,\rho(r) = -\frac{Q(r)}{r^2} .
\]

The two terms with the local density cancel. The field \(-V'\) is therefore the enclosed charge divided by \(r^2\), which is Gauss's law for concentric spheres; other surfaces are not considered. The Lean proof combines the derivatives of \(Q/r\) and \(T\) in the same way and leaves the cancellation to `ring`.

```lean
/-- Gauss's law: for a density continuous on `[0, a]`, the slope of the potential at
`0 < r < a` is minus the enclosed charge divided by `r²`. -/
theorem gauss_law (hρ : ContinuousOn ρ (Icc 0 a)) (hr : r ∈ Ioo 0 a) :
    HasDerivAt (potential ρ a) (-enclosedCharge ρ r / r ^ 2) r := by
  have h0 : r ≠ 0 := hr.1.ne'
  have h := ((hasDerivAt_enclosedCharge hρ hr).fun_div (hasDerivAt_id' r) h0).fun_add
    (hasDerivAt_outerPotential hρ hr)
  refine HasDerivAt.congr_deriv h ?_
  -- the two terms containing the local density cancel
  rw [div_add' _ _ _ (pow_ne_zero 2 h0)]
  congr 1
  ring
```

Multiplying by \(r^2\) gives \(r^2V'(r) = -Q(r)\), and a second differentiation gives the radial Poisson equation

\[
\bigl(r^2V'\bigr)' = -4\pi r^2\rho(r) .
\]

A derivative at \(r\) depends only on values near \(r\). The proof accordingly shows that \(x^2V'(x)\) and \(-Q(x)\) agree for all \(x\) in a neighbourhood of \(r\), and then differentiates \(-Q\).

```lean
/-- The radial Poisson equation `(r² V')' = -4π r² ρ` at each radius `0 < r < a`, for a density
continuous on `[0, a]`. -/
theorem radial_poisson (hρ : ContinuousOn ρ (Icc 0 a)) (hr : r ∈ Ioo 0 a) :
    HasDerivAt (fun x => x ^ 2 * deriv (potential ρ a) x) (-(4 * π * r ^ 2 * ρ r)) r := by
  have h : (fun x => x ^ 2 * deriv (potential ρ a) x) =ᶠ[𝓝 r]
      fun x => -enclosedCharge ρ x := by
    filter_upwards [Ioo_mem_nhds hr.1 hr.2] with x hx
    have h0 : x ≠ 0 := hx.1.ne'
    rw [(gauss_law hρ hx).deriv]
    field_simp
  exact (hasDerivAt_enclosedCharge hρ hr).fun_neg.congr_of_eventuallyEq h
```

## The integrated potential for any total charge

The integrand is \(4\pi x^2V(x) = 4\pi xQ(x) + 4\pi x^2T(x)\). Integrating each term by parts suggests the antiderivative

\[
F(x) = 2\pi x^2Q(x) + \frac{4\pi}{3}x^3T(x) - \frac{2\pi}{3}M(x) .
\]

Differentiation confirms it:

\[
F'(x) = 4\pi xQ + 4\pi x^2T + \Bigl(2\pi - \frac{4\pi}{3} - \frac{2\pi}{3}\Bigr)4\pi x^4\rho
= 4\pi x^2V(x) .
\]

At the centre \(F(0)=0\). At the surface \(T(a)=0\), so that

\[
\int_0^a 4\pi r^2V(r)\,dr = 2\pi a^2Q(a) - \frac{2\pi}{3}M(a) .
\]

These are the two terms of the single shell, now summed over a continuous distribution.

The derivatives are known only for \(0<x<a\), so the proof first shows that \(Q\), \(T\) and \(M\) are continuous up to both end points. The form of the fundamental theorem used in `key` asks for continuity on the closed interval, a derivative in its interior, and integrability of that derivative, which follows from its continuity (`hcont'`). The step `hfun` identifies \(F'\) with the integrand, including at \(x=0\), and the last lines insert the boundary values.

```lean
/-- For a density continuous on `[0, a]` with any total charge `Q`, the potential integrated over
the ball of radius `a` is `2π a² Q` minus `2π/3` times the spherical second moment. -/
theorem integral_potential (ha : 0 < a) (hρ : ContinuousOn ρ (Icc 0 a)) :
    ∫ r in (0 : ℝ)..a, 4 * π * r ^ 2 * potential ρ a r =
      2 * π * a ^ 2 * enclosedCharge ρ a - 2 * π / 3 * secondMoment ρ a := by
  -- continuity of the three radial integrals up to the boundary
  have hprim : ∀ g : ℝ → ℝ, ContinuousOn g (Icc 0 a) →
      ContinuousOn (fun x => ∫ s in (0 : ℝ)..x, g s) (Icc 0 a) := by
    intro g hg
    have h := intervalIntegral.continuousOn_primitive_interval (μ := volume) (f := g)
      (a := 0) (b := a) (by rw [uIcc_of_le ha.le]; exact hg.integrableOn_Icc)
    rwa [uIcc_of_le ha.le] at h
  have hQ : ContinuousOn (enclosedCharge ρ) (Icc 0 a) :=
    hprim (fun s => 4 * π * s ^ 2 * ρ s) (by fun_prop)
  have hM : ContinuousOn (secondMoment ρ) (Icc 0 a) :=
    hprim (fun s => 4 * π * s ^ 4 * ρ s) (by fun_prop)
  have hT : ContinuousOn (outerPotential ρ a) (Icc 0 a) := by
    have hg : ContinuousOn (fun s => 4 * π * s * ρ s) (Icc 0 a) := by fun_prop
    have h := intervalIntegral.continuousOn_primitive_interval_left (μ := volume)
      (f := fun s => 4 * π * s * ρ s) (a := 0) (b := a)
      (by rw [uIcc_of_le ha.le]; exact hg.integrableOn_Icc)
    rwa [uIcc_of_le ha.le] at h
  have hcont : ∀ Q T M : ℝ → ℝ, ContinuousOn Q (Icc 0 a) → ContinuousOn T (Icc 0 a) →
      ContinuousOn M (Icc 0 a) → ContinuousOn (fun x => 2 * π * (x ^ 2 * Q x) +
        4 * π / 3 * (x ^ 3 * T x) - 2 * π / 3 * M x) (Icc 0 a) := by
    intro Q T M h1 h2 h3
    fun_prop
  have hcont' : ∀ Q T : ℝ → ℝ, ContinuousOn Q (Icc 0 a) → ContinuousOn T (Icc 0 a) →
      ContinuousOn (fun x => 4 * π * (x * Q x + x ^ 2 * T x)) (Icc 0 a) := by
    intro Q T h1 h2
    fun_prop
  -- an explicit antiderivative of `4π r² V`
  have key := intervalIntegral.integral_eq_sub_of_hasDerivAt_of_le ha.le
    (hcont _ _ _ hQ hT hM)
    (f' := fun x => 4 * π * (x * enclosedCharge ρ x + x ^ 2 * outerPotential ρ a x))
    (by
      intro x hx
      have h2 : HasDerivAt (fun y : ℝ => y ^ 2) (2 * x) x := by simpa using hasDerivAt_pow 2 x
      have h3 : HasDerivAt (fun y : ℝ => y ^ 3) (3 * x ^ 2) x := by
        simpa using hasDerivAt_pow 3 x
      have hM' : HasDerivAt (secondMoment ρ) (4 * π * x ^ 4 * ρ x) x :=
        hasDerivAt_primitive (g := fun s => 4 * π * s ^ 4 * ρ s) (by fun_prop) hx
      refine HasDerivAt.congr_deriv
        ((((h2.fun_mul (hasDerivAt_enclosedCharge hρ hx)).const_mul (2 * π)).fun_add
          ((h3.fun_mul (hasDerivAt_outerPotential hρ hx)).const_mul (4 * π / 3))).fun_sub
          (hM'.const_mul (2 * π / 3))) ?_
      ring)
    ((hcont' _ _ hQ hT).intervalIntegrable_of_Icc ha.le)
  have hfun : (fun x => 4 * π * x ^ 2 * potential ρ a x) =
      fun x => 4 * π * (x * enclosedCharge ρ x + x ^ 2 * outerPotential ρ a x) := by
    funext x
    rcases eq_or_ne x 0 with rfl | hx
    · simp
    · have h : x ^ 2 * (enclosedCharge ρ x / x) = x * enclosedCharge ρ x := by field_simp
      unfold potential
      linear_combination 4 * π * h
  have hTa : outerPotential ρ a a = 0 := intervalIntegral.integral_same
  have hM0 : secondMoment ρ 0 = 0 := intervalIntegral.integral_same
  rw [hfun, key]
  simp only [hTa, hM0]
  ring
```

## Neutrality removes the surface term

If \(Q(a)=0\), the term in \(a^2\) vanishes:

\[
\int_0^a 4\pi r^2V(r)\,dr = -\frac{2\pi}{3}\int_0^a 4\pi r^4\rho(r)\,dr .
\]

The hypothesis `hneutral` is the condition \(\int_0^a\rho s^2\,ds=0\) with the factor \(4\pi\) included. Physically, the electrons exactly compensate the positive charge within the ball, so the potential is zero at its surface.

The theorem concerns the volume integral for one spherical distribution. The mean inner potential of a crystal is an average over its volume, and it also depends on how bonding deforms the atomic densities, which are then in general no longer spherical. A point nucleus is excluded by continuity; a nucleus smeared into a continuous density is allowed.

```lean
/-- For a neutral density continuous on `[0, a]`, `a > 0`, the potential integrated over the ball of
radius `a` is `-2π/3` times the spherical second moment of the density. -/
theorem mean_inner_potential (ha : 0 < a) (hρ : ContinuousOn ρ (Icc 0 a))
    (hneutral : enclosedCharge ρ a = 0) :
    ∫ r in (0 : ℝ)..a, 4 * π * r ^ 2 * potential ρ a r =
      -(2 * π / 3) * ∫ r in (0 : ℝ)..a, 4 * π * r ^ 4 * ρ r := by
  rw [integral_potential ha hρ, hneutral]
  unfold secondMoment
  ring
```

Conversely, suppose that the second-moment formula holds. Comparison with the general identity leaves \(2\pi a^2Q(a)=0\), and since \(a>0\) the charge \(Q(a)\) must vanish. For continuous densities on a given ball, the formula is thus equivalent to neutrality.

```lean
/-- Converse: if the second-moment formula holds for a density continuous on `[0, a]`, `a > 0`,
then the density is neutral. -/
theorem neutral_of_second_moment_formula (ha : 0 < a) (hρ : ContinuousOn ρ (Icc 0 a))
    (h : ∫ r in (0 : ℝ)..a, 4 * π * r ^ 2 * potential ρ a r =
      -(2 * π / 3) * secondMoment ρ a) :
    enclosedCharge ρ a = 0 := by
  rw [integral_potential ha hρ] at h
  have h0 : 2 * π * a ^ 2 * enclosedCharge ρ a = 0 := by linarith
  have hpos : 2 * π * a ^ 2 ≠ 0 := by positivity
  exact (mul_eq_zero.mp h0).resolve_left hpos
```

## Positive charge inside, negative charge outside

In a neutral atom with a smeared nucleus, the net charge density is positive near the centre and negative further out. Let \(Q(a)=0\), with \(\rho\ge 0\) up to a radius \(c\ge 0\) and \(\rho\le 0\) beyond it. Then \((c^2-s^2)\rho(s)\ge 0\) for every \(s\) in \([0,a]\), because both factors are nonnegative for \(s\le c\) and both are nonpositive for \(s\ge c\). Multiplying by \(4\pi s^2\) and integrating gives

\[
M(a) \le c^2Q(a) = 0 ,
\]

and therefore

\[
\int_0^a 4\pi r^2V(r)\,dr = -\frac{2\pi}{3}M(a) \ge 0 .
\]

The potential energy \(-eV\) of an electron, averaged uniformly over the ball, is therefore never positive for such an atom. The inequality is not strict, since \(\rho=0\) satisfies all the hypotheses.

In the Lean proof, `hin` and `hout` state the two sign conditions. The pointwise inequality is proved separately for \(s\le c\) and \(c\le s\), and `integral_mono_on` carries it over to the integrals.

```lean
/-- If a neutral density continuous on `[0, a]` is nonnegative up to some radius `c ≥ 0` and
nonpositive beyond it, its potential integrated over the ball of radius `a` is nonnegative. -/
theorem integral_potential_nonneg (ha : 0 < a) (hρ : ContinuousOn ρ (Icc 0 a))
    (hneutral : enclosedCharge ρ a = 0) {c : ℝ} (hc : 0 ≤ c)
    (hin : ∀ s ∈ Icc 0 a, s ≤ c → 0 ≤ ρ s) (hout : ∀ s ∈ Icc 0 a, c ≤ s → ρ s ≤ 0) :
    0 ≤ ∫ r in (0 : ℝ)..a, 4 * π * r ^ 2 * potential ρ a r := by
  -- compare the weight `s²` with its value at the crossover radius
  have hM : secondMoment ρ a ≤ ∫ s in (0 : ℝ)..a, c ^ 2 * (4 * π * s ^ 2 * ρ s) := by
    unfold secondMoment
    refine intervalIntegral.integral_mono_on ha.le
      (ContinuousOn.intervalIntegrable_of_Icc ha.le (by fun_prop))
      (ContinuousOn.intervalIntegrable_of_Icc ha.le (by fun_prop)) ?_
    intro s hs
    have h : 0 ≤ (c ^ 2 - s ^ 2) * ρ s := by
      rcases le_total s c with hsc | hsc
      · exact mul_nonneg (by nlinarith [hs.1]) (hin s hs hsc)
      · have h1 : 0 ≤ s ^ 2 - c ^ 2 := by nlinarith [hs.1]
        have h2 : 0 ≤ -ρ s := by linarith [hout s hs hsc]
        nlinarith [mul_nonneg h1 h2]
    have h4 : 0 ≤ 4 * π * s ^ 2 := by positivity
    nlinarith [mul_nonneg h4 h]
  have hQ : ∫ s in (0 : ℝ)..a, 4 * π * s ^ 2 * ρ s = 0 := hneutral
  rw [intervalIntegral.integral_const_mul, hQ, mul_zero] at hM
  rw [integral_potential ha hρ, hneutral]
  nlinarith [mul_nonneg pi_pos.le (neg_nonneg.mpr hM)]

end

end MeanInnerPotential
```

```lean
#print axioms MeanInnerPotential.radial_poisson
#print axioms MeanInnerPotential.integral_potential
#print axioms MeanInnerPotential.neutral_of_second_moment_formula
#print axioms MeanInnerPotential.integral_potential_nonneg
```

```
'MeanInnerPotential.radial_poisson' depends on axioms: [propext, Classical.choice, Quot.sound]
'MeanInnerPotential.integral_potential' depends on axioms: [propext, Classical.choice, Quot.sound]
'MeanInnerPotential.neutral_of_second_moment_formula' depends on axioms: [propext, Classical.choice, Quot.sound]
'MeanInnerPotential.integral_potential_nonneg' depends on axioms: [propext, Classical.choice, Quot.sound]
```

## The constant in a plane-wave calculation

In a periodic calculation the electrostatic potential is often built from Fourier components \(4\pi\hat\rho(G)/G^2\), which leaves the component at \(G=0\) undefined. For one neutral spherical atom, with \(\hat\rho(G)=\int\rho\,e^{-i\mathbf G\cdot\mathbf r}\,d^3r\), the expansion at small \(G\) is

\[
\hat\rho(G) = Q(a) - \frac{G^2}{6}M(a) + \dots, \qquad Q(a)=0 ,
\]

so the limit of \(4\pi\hat\rho(G)/G^2\) is \(-\frac{2\pi}{3}M(a)\), the same number as the integral over the ball. For a crystal modelled as a superposition of rigid, neutral, spherical atoms of finite radius, the average potential in a cell of volume \(\Omega\) is

\[
\bar V = -\frac{2\pi}{3\Omega}\sum_j M_j ,
\]

where \(M_j\) is the second moment of atom \(j\) in the cell. A code that sets the \(G=0\) component to zero has shifted the potential of this model by \(-\bar V\), and \(\bar V\) has to be added back before potentials are compared with the zero of the isolated atoms.

With densities tabulated on a radial grid, the general identity also shows how much a small charge error matters. If the table integrates to a residual charge \(\delta Q\) instead of zero, the integrated potential and the second-moment expression differ by \(2\pi a^2\,\delta Q\). For a fixed \(\delta Q\) this difference grows with the square of the cutoff radius, so it is worth checking the neutrality of the table before the second-moment expression is used in place of the integral.
